# For unit vectors n and n' in d dimensions, the squared overlaps of their orthonormal transverse polarisation bases sum to d − 2 + |⟨n, n'⟩|²

## Directions, polarisation vectors and the inner product

Let 𝕜 be ℝ or ℂ, let m be a natural number, and work in 𝕜^d with d = m + 1. The inner product is conjugate-linear in its first argument:

⟨x, y⟩ = ∑_i conj(x_i) y_i.

A direction is a unit vector n. A set of polarisation vectors for n consists of m vectors e_r, with r = 0, …, m − 1, that are orthonormal and satisfy ⟨n, e_r⟩ = 0. A second direction n' has its own set f_s, with s = 0, …, m − 1. The quantity of interest is

S = ∑_r ∑_s |⟨e_r, f_s⟩|².

For a photon d = 3, so m = 2, and n and n' are the propagation directions before and after scattering. Real vectors describe linear polarisation; complex ones also describe circular and elliptic polarisation.

## The sum depends only on the two directions

The result is

S = d − 2 + |⟨n, n'⟩|².

Over the reals the modulus bars can be dropped. The choice of polarisation vectors within each transverse space has no effect on S. In three dimensions, with real directions at an angle θ, the sum is 1 + cos²θ.

## Completeness of the transverse vectors

Put b_0 = n and b_(r+1) = e_r. These m + 1 vectors are orthonormal. They are linearly independent, because taking the inner product of ∑_i c_i b_i = 0 with b_j gives c_j = 0. Since their number equals the dimension, they form a basis, and any y can be written as ∑_i b_i ⟨b_i, y⟩. Taking the inner product with x gives

⟨x, y⟩ = ⟨x, n⟩⟨n, y⟩ + ∑_r ⟨x, e_r⟩⟨e_r, y⟩,

or, rearranged,

∑_r ⟨x, e_r⟩⟨e_r, y⟩ = ⟨x, y⟩ − ⟨x, n⟩⟨n, y⟩.

Now set y = x. Because ⟨x, v⟩ is the conjugate of ⟨v, x⟩, each product becomes a squared modulus:

∑_r |⟨e_r, x⟩|² = ‖x‖² − |⟨n, x⟩|².

This is the weight of x in the space transverse to n.

## Two applications of the transverse weight

Fix s and take x = f_s, which has length 1:

∑_r |⟨e_r, f_s⟩|² = 1 − |⟨n, f_s⟩|².

Summing over the m values of s gives

S = m − ∑_s |⟨f_s, n⟩|².

The remaining sum is the weight of n transverse to n', so the same formula, used for n' and f with x = n, gives

∑_s |⟨f_s, n⟩|² = 1 − |⟨n', n⟩|².

Therefore

S = m − 1 + |⟨n, n'⟩|² = d − 2 + |⟨n, n'⟩|².

## Orthogonal and parallel directions

The formula shows at once that S = d − 2 exactly when ⟨n, n'⟩ = 0.

The value S = m = d − 1 requires |⟨n, n'⟩| = 1. With c = ⟨n, n'⟩,

‖n' − c n‖² = 1 − |c|² = 0,

so n' = c n with |c| = 1. Conversely, if n' = c n with |c| = 1, then ⟨n, n'⟩ = c and S = m. For real directions c = ±1, which means forward or backward scattering.

## The factor 1 + cos²θ in Thomson scattering

For low-energy scattering of light by a free, non-relativistic electron, the differential cross section is proportional to the squared overlap of the incoming and outgoing polarisation vectors. Averaging over two incoming polarisations and summing over two outgoing ones gives S/2, which is the angular factor (1 + cos²θ)/2.

An explicit choice shows the same thing. Take n = (0, 0, 1) and n' = (sin θ, 0, cos θ), with

e_0 = (1, 0, 0), e_1 = (0, 1, 0),

f_0 = (cos θ, 0, −sin θ), f_1 = (0, 1, 0).

The four overlaps are cos θ, 0, 0 and 1. A program that loops over polarisation vectors can be tested against this value: at θ = 60° the double sum must be 1.25, and it must stay there when f_0 and f_1 are replaced by the circular vectors (f_0 ± i f_1)/√2.

## How the Lean statement encodes the physics

The space 𝕜^d is `EuclideanSpace 𝕜 (Fin (m + 1))`, and `RCLike 𝕜` covers the real and complex cases together. The structure `IsPolarisationBasis n e` contains three conditions: `unit` says that n has norm 1, `orthonormal` that the e_r are orthonormal, and `transverse` that they are orthogonal to n. Spanning the transverse space is not a condition, since it follows from counting dimensions. The double sum S is `polarisationSum e f`.

The main theorem is `polarisationSum_eq`, and `sum_sq_inner_real` is its real form with ordinary squares. Writing the dimension as m + 1 and subtracting 2 in the real numbers keeps the formula meaningful at every size. It even includes d = 1, where there are no polarisation vectors and both sides are 0.

In the complex case n itself may be complex, which is more general than a propagation direction. The theorems concern transverse vectors in a finite-dimensional space with a positive inner product. They do not treat cross sections, or covariant polarisation sums with the Minkowski metric.

## A formulation with projectors

The transverse space could also be represented by the projector P = 1 − |n⟩⟨n|, with P' defined likewise from n'. The quantity to compute would then be

tr(P P') = d − 1 − 1 + |⟨n, n'⟩|².

This version involves no choice of basis, so independence of that choice is built in. The completeness relation would still be needed to connect the trace with a sum over actual polarisation vectors.

## The Lean file

```lean
import Mathlib

open Finset

namespace PolarisationOverlap

variable {𝕜 : Type*} [RCLike 𝕜] {m : ℕ}

/-- The vectors `e` are a full set of `m` orthonormal polarisation vectors transverse to the
unit vector `n` in a space of dimension `m + 1`. -/
structure IsPolarisationBasis (n : EuclideanSpace 𝕜 (Fin (m + 1)))
    (e : Fin m → EuclideanSpace 𝕜 (Fin (m + 1))) : Prop where
  unit : ‖n‖ = 1
  orthonormal : Orthonormal 𝕜 e
  transverse : ∀ r, inner 𝕜 n (e r) = 0

/-- The sum of the squared overlaps between two sets of polarisation vectors. -/
noncomputable def polarisationSum (e f : Fin m → EuclideanSpace 𝕜 (Fin (m + 1))) : ℝ :=
  ∑ r, ∑ s, ‖inner 𝕜 (e r) (f s)‖ ^ 2

variable {n n' : EuclideanSpace 𝕜 (Fin (m + 1))}
  {e f : Fin m → EuclideanSpace 𝕜 (Fin (m + 1))}

/-- Any coordinate axis `k`, taken as the direction, has the remaining coordinate axes as
polarisation vectors. -/
theorem isPolarisationBasis_witness (k : Fin (m + 1)) :
    IsPolarisationBasis (EuclideanSpace.basisFun (Fin (m + 1)) 𝕜 k)
      (fun r => EuclideanSpace.basisFun (Fin (m + 1)) 𝕜 (k.succAbove r)) where
  unit := (EuclideanSpace.basisFun (Fin (m + 1)) 𝕜).orthonormal.1 k
  orthonormal := (EuclideanSpace.basisFun (Fin (m + 1)) 𝕜).orthonormal.comp
    k.succAbove Fin.succAbove_right_injective
  transverse r := (EuclideanSpace.basisFun (Fin (m + 1)) 𝕜).orthonormal.2
    (Fin.succAbove_ne k r).symm

/-- The direction together with its polarisation vectors is an orthonormal family. -/
theorem IsPolarisationBasis.orthonormal_cons (h : IsPolarisationBasis n e) :
    Orthonormal 𝕜 (Fin.cons n e : Fin (m + 1) → EuclideanSpace 𝕜 (Fin (m + 1))) := by
  refine ⟨fun i => ?_, fun i j hij => ?_⟩
  · induction i using Fin.cases with
    | zero => exact h.unit
    | succ r => exact h.orthonormal.1 r
  · induction i using Fin.cases with
    | zero =>
      induction j using Fin.cases with
      | zero => exact absurd rfl hij
      | succ s => exact h.transverse s
    | succ r =>
      induction j using Fin.cases with
      | zero => exact inner_eq_zero_symm.mp (h.transverse r)
      | succ s => exact h.orthonormal.2 (fun hrs => hij (congrArg Fin.succ hrs))

/-- Completeness relation: summing over polarisations gives the identity minus the projector
onto the direction `n`, here between two arbitrary vectors. -/
theorem IsPolarisationBasis.completeness (h : IsPolarisationBasis n e)
    (x y : EuclideanSpace 𝕜 (Fin (m + 1))) :
    ∑ r, inner 𝕜 x (e r) * inner 𝕜 (e r) y
      = inner 𝕜 x y - inner 𝕜 x n * inner 𝕜 n y := by
  -- `m + 1` orthonormal vectors span the whole space
  have hs := h.orthonormal_cons.linearIndependent.span_eq_top_of_card_eq_finrank' (by simp)
  have hb := (OrthonormalBasis.mk h.orthonormal_cons hs.ge).sum_inner_mul_inner x y
  rw [Fin.sum_univ_succ] at hb
  simp only [OrthonormalBasis.coe_mk, Fin.cons_zero, Fin.cons_succ] at hb
  linear_combination hb

/-- The squared components of a vector along the polarisation vectors add up to its squared
length minus its squared component along the direction `n`. -/
theorem IsPolarisationBasis.transverse_weight (h : IsPolarisationBasis n e)
    (x : EuclideanSpace 𝕜 (Fin (m + 1))) :
    ∑ r, ‖inner 𝕜 (e r) x‖ ^ 2 = ‖x‖ ^ 2 - ‖inner 𝕜 n x‖ ^ 2 := by
  have key : ∀ v : EuclideanSpace 𝕜 (Fin (m + 1)),
      inner 𝕜 x v * inner 𝕜 v x = ((‖inner 𝕜 v x‖ : ℝ) : 𝕜) ^ 2 := by
    intro v
    rw [← inner_conj_symm x v, RCLike.conj_mul]
  have hc := h.completeness x x
  simp only [key] at hc
  rw [inner_self_eq_norm_sq_to_K] at hc
  exact_mod_cast hc

/-- Polarisation sum in dimension `d = m + 1`: the squared overlaps of the polarisation vectors
of two directions add up to `d - 2` plus the squared overlap of the directions. -/
theorem polarisationSum_eq (he : IsPolarisationBasis n e) (hf : IsPolarisationBasis n' f) :
    polarisationSum e f = ((m + 1 : ℕ) : ℝ) - 2 + ‖inner 𝕜 n n'‖ ^ 2 := by
  -- sum over the first set of polarisations, for each fixed `f s`
  have h1 : ∀ s, ∑ r, ‖inner 𝕜 (e r) (f s)‖ ^ 2 = 1 - ‖inner 𝕜 (f s) n‖ ^ 2 := by
    intro s
    rw [he.transverse_weight, hf.orthonormal.1 s, norm_inner_symm n (f s), one_pow]
  -- then sum over the second set
  have h2 := hf.transverse_weight n
  rw [he.unit, norm_inner_symm n' n] at h2
  unfold polarisationSum
  rw [Finset.sum_comm, Finset.sum_congr rfl (fun s _ => h1 s), Finset.sum_sub_distrib, h2]
  simp only [Finset.sum_const, Finset.card_univ, Fintype.card_fin, nsmul_eq_mul]
  push_cast
  ring

/-- For real (linear) polarisation vectors in dimension `d = m + 1`, the sum of `⟨e_r, f_s⟩²`
is `d - 2 + ⟨n, n'⟩²`. -/
theorem sum_sq_inner_real {n n' : EuclideanSpace ℝ (Fin (m + 1))}
    {e f : Fin m → EuclideanSpace ℝ (Fin (m + 1))}
    (he : IsPolarisationBasis n e) (hf : IsPolarisationBasis n' f) :
    ∑ r, ∑ s, (inner ℝ (e r) (f s)) ^ 2
      = ((m + 1 : ℕ) : ℝ) - 2 + (inner ℝ n n') ^ 2 := by
  have h := polarisationSum_eq he hf
  simpa only [polarisationSum, Real.norm_eq_abs, sq_abs] using h

/-- The polarisation sum equals `d - 2`, with `d = m + 1`, exactly when the two directions are
orthogonal. -/
theorem polarisationSum_eq_min_iff (he : IsPolarisationBasis n e)
    (hf : IsPolarisationBasis n' f) :
    polarisationSum e f = ((m + 1 : ℕ) : ℝ) - 2 ↔ inner 𝕜 n n' = 0 := by
  rw [polarisationSum_eq he hf, add_eq_left, sq_eq_zero_iff, norm_eq_zero]

/-- The polarisation sum equals the number `m` of polarisations exactly when the two directions
agree up to a phase. -/
theorem polarisationSum_eq_max_iff (he : IsPolarisationBasis n e)
    (hf : IsPolarisationBasis n' f) :
    polarisationSum e f = m ↔ ∃ c : 𝕜, ‖c‖ = 1 ∧ n' = c • n := by
  rw [polarisationSum_eq he hf]
  push_cast
  constructor
  · intro h
    have hsq : ‖inner 𝕜 n n'‖ ^ 2 = 1 := by linarith
    have h1 : ‖inner 𝕜 n n'‖ = 1 := by
      nlinarith [norm_nonneg (inner 𝕜 n n')]
    have hn : n ≠ 0 := norm_ne_zero_iff.mp (by rw [he.unit]; exact one_ne_zero)
    have hn' : n' ≠ 0 := norm_ne_zero_iff.mp (by rw [hf.unit]; exact one_ne_zero)
    -- equality in the Cauchy-Schwarz inequality
    obtain ⟨c, -, hc⟩ := (norm_inner_eq_norm_iff (𝕜 := 𝕜) hn hn').mp
      (by rw [h1, he.unit, hf.unit, one_mul])
    refine ⟨c, ?_, hc⟩
    have hu := hf.unit
    rwa [hc, norm_smul, he.unit, mul_one] at hu
  · rintro ⟨c, hc, hcn⟩
    have h1 : ‖inner 𝕜 n n'‖ = 1 := by
      rw [hcn, inner_smul_right, norm_mul, hc, inner_self_eq_norm_sq_to_K, he.unit]
      simp
    rw [h1]
    ring

end PolarisationOverlap
```

```lean
#print axioms PolarisationOverlap.polarisationSum_eq
-- 'PolarisationOverlap.polarisationSum_eq' depends on axioms: [propext, Classical.choice, Quot.sound]
#print axioms PolarisationOverlap.sum_sq_inner_real
-- 'PolarisationOverlap.sum_sq_inner_real' depends on axioms: [propext, Classical.choice, Quot.sound]
#print axioms PolarisationOverlap.polarisationSum_eq_min_iff
-- 'PolarisationOverlap.polarisationSum_eq_min_iff' depends on axioms: [propext, Classical.choice, Quot.sound]
#print axioms PolarisationOverlap.polarisationSum_eq_max_iff
-- 'PolarisationOverlap.polarisationSum_eq_max_iff' depends on axioms: [propext, Classical.choice, Quot.sound]
```

## How the proof follows the derivation

`isPolarisationBasis_witness` supplies examples: coordinate axis k is the direction, and `k.succAbove` runs through the other axes. Orthonormality of the standard basis gives all three conditions.

`IsPolarisationBasis.orthonormal_cons` builds the family b with `Fin.cons n e`. Its case split separates b_0 from the later vectors, so that each norm or inner product is settled by one of the conditions in the structure.

`IsPolarisationBasis.completeness` first obtains `hs`, the statement that m + 1 linearly independent vectors span the space. It then forms an orthonormal basis and applies `sum_inner_mul_inner`, the resolution of the identity between x and y. `Fin.sum_univ_succ` splits off the term with n, and `linear_combination` moves it to the other side.

`IsPolarisationBasis.transverse_weight` sets y = x. The auxiliary statement `key` turns each product of conjugate inner products into a squared norm, and `exact_mod_cast` carries the resulting equation from 𝕜 to the real numbers.

In `polarisationSum_eq`, `h1` is the weight formula for a fixed f_s, and `h2` is the weight formula for n with respect to n'. `Finset.sum_comm` exchanges the order of summation so that the sum over r is done first. Symmetry of the norm of an inner product matches ⟨n, f_s⟩ with ⟨f_s, n⟩, and `ring` completes the arithmetic. The real version follows because the square of an absolute value is the square itself.

`polarisationSum_eq_min_iff` substitutes the main formula and cancels d − 2. For `polarisationSum_eq_max_iff`, the forward direction derives |⟨n, n'⟩| = 1 and then uses `norm_inner_eq_norm_iff`, the equality case of the Cauchy–Schwarz inequality, where the derivation above computed ‖n' − c n‖² directly. Comparing norms in n' = c n gives |c| = 1. The reverse direction inserts n' = c n into the inner product.
